# For 0 ≤ U < 4t, plain iteration of a one-electron, two-orbital model with a Hubbard potential converges to its only self-consistent occupation

One electron fills the lower eigenstate of a model with two orthonormal orbitals and hopping `t`. Relative to the other orbital, the correlated orbital has energy `D + U (1/2 - n)`, where `D` is the bare offset, `U` the Hubbard parameter and `n` the trial occupation. The step `nextOcc` returns the electron's probability of being in the correlated orbital at that energy. The theorem `self_consistency_converges` says that for `t > 0` and `0 ≤ U < 4t` exactly one real number is reproduced by this step. Iteration from any real start converges to it, and after `k` steps the error is at most `(U/(4t))^k` times the initial error. The proof takes the contraction bound from `nextOcc_contraction`, passes it to Mathlib's fixed-point theorem through `ContractingWith`, and gets the error bound by induction on `k`.

An attempt in Lean 4 with a fault in it:

```lean
import Mathlib

open Matrix Filter Topology

namespace SelfConsistencyConverges

noncomputable section

/-- The level splitting `√(x² + 4t²)` of the two-orbital Hamiltonian. -/
def gap (t x : ℝ) : ℝ := √(x ^ 2 + 4 * t ^ 2)

/-- Occupation of the correlated orbital at relative energy `x`, for hopping `t ≠ 0`. -/
def occupation (t x : ℝ) : ℝ := (1 - x / gap t x) / 2

/-- Relative orbital energy: bare offset `D` plus the Hubbard potential `U (1/2 - n)`. -/
def level (D U n : ℝ) : ℝ := D + U * (1 / 2 - n)

/-- One self-consistency step: the occupation produced by the potential of the occupation `n`,
for hopping `t ≠ 0`. -/
def nextOcc (t U D n : ℝ) : ℝ := occupation t (level D U n)

/-- For nonzero hopping, here `t > 0`, the level splitting is positive. -/
theorem gap_pos {t : ℝ} (ht : 0 < t) (x : ℝ) : 0 < gap t x :=
  Real.sqrt_pos.2 (by positivity)

/-- The square of the level splitting is `x² + 4t²`. -/
theorem gap_sq (t x : ℝ) : gap t x ^ 2 = x ^ 2 + 4 * t ^ 2 :=
  Real.sq_sqrt (by positivity)

/-- For `t > 0`, the slope of the self-consistency step is `2t²U` divided by the cube of the
level splitting. -/
theorem hasDerivAt_nextOcc {t : ℝ} (ht : 0 < t) (U D n : ℝ) :
    HasDerivAt (nextOcc t U D) (2 * t ^ 2 * U / gap t (level D U n) ^ 3) n := by
  have hocc : ∀ x, HasDerivAt (occupation t) (-(2 * t ^ 2) / gap t x ^ 3) x := by
    intro x
    have hs := gap_pos ht x
    have hsq := gap_sq t x
    have h1 : HasDerivAt (fun y : ℝ => y ^ 2 + 4 * t ^ 2) (2 * x) x := by
      simpa using (hasDerivAt_pow 2 x).add_const (4 * t ^ 2)
    have h2 : HasDerivAt (fun y => gap t y) (2 * x / (2 * gap t x)) x :=
      h1.sqrt (by positivity)
    have h3 : HasDerivAt (fun y => y / gap t y)
        ((1 * gap t x - x * (2 * x / (2 * gap t x))) / gap t x ^ 2) x :=
      (hasDerivAt_id' x).fun_div h2 hs.ne'
    refine ((h3.const_sub 1).div_const 2).congr_deriv ?_
    generalize gap t x = s at hs hsq ⊢
    have ht2 : t ^ 2 = (s ^ 2 - x ^ 2) / 4 := by linarith
    rw [ht2]
    field_simp
    ring
  have hl : HasDerivAt (level D U) (U * -1) n :=
    (((hasDerivAt_id' n).const_sub (1 / 2)).const_mul U).const_add D
  have h : HasDerivAt (nextOcc t U D)
      (-(2 * t ^ 2) / gap t (level D U n) ^ 3 * (U * -1)) n := (hocc _).comp n hl
  exact h.congr_deriv (by ring)

/-- For `t > 0` and `U ≥ 0`, one step multiplies the distance between two trial occupations
by at most `U/(4t)`. -/
theorem nextOcc_contraction {t U : ℝ} (ht : 0 < t) (hU : 0 ≤ U) (D n m : ℝ) :
    |nextOcc t U D n - nextOcc t U D m| ≤ U / (4 * t) * |n - m| := by
  have bound : ∀ y ∈ (Set.univ : Set ℝ),
      ‖2 * t ^ 2 * U / gap t (level D U y) ^ 3‖ ≤ U / (4 * t) := by
    intro y _
    have hs := gap_pos ht (level D U y)
    -- the splitting never falls below 2t
    have h2 : 2 * t ≤ gap t (level D U y) :=
      (Real.le_sqrt' (by positivity)).2 (by nlinarith [sq_nonneg (level D U y)])
    have h3 := pow_le_pow_left₀ (by positivity : 0 ≤ 2 * t) h2 3
    rw [Real.norm_eq_abs, abs_of_nonneg (by positivity),
      div_le_div_iff₀ (by positivity) (by positivity)]
    nlinarith [mul_le_mul_of_nonneg_left h3 hU]
  exact Convex.norm_image_sub_le_of_norm_hasDerivWithin_le
    (fun y _ => (hasDerivAt_nextOcc ht U D y).hasDerivWithinAt) bound convex_univ
    (Set.mem_univ m) (Set.mem_univ n)

/-- For `t > 0` and `0 ≤ U < 4t` there is exactly one self-consistent occupation. The iteration
converges to it from every start, with error at most `(U/(4t))^k` times the initial error. -/
theorem self_consistency_converges {t U : ℝ} (ht : 0 < t) (hU : 0 ≤ U) (hUt : U < 4 * t)
    (D : ℝ) :
    ∃ p, nextOcc t U D p = p ∧ (∀ m, nextOcc t U D m = m → m = p) ∧
      ∀ n, Tendsto (fun k => (nextOcc t U D)^[k] n) atTop (𝓝 p) ∧
        ∀ k, |(nextOcc t U D)^[k] n - p| ≤ (U / (4 * t)) ^ k * |n - p| := by
  have hq0 : 0 ≤ U / (4 * t) := by positivity
  have hq1 : U / (4 * t) < 1 := (div_lt_one (by positivity)).2 hUt
  have hc : ContractingWith ⟨U / (4 * t), hq0⟩ (nextOcc t U D) := by
    refine ⟨?_, LipschitzWith.of_dist_le_mul fun n m => ?_⟩
    · rw [← NNReal.coe_lt_coe, NNReal.coe_one]
      exact hq1
    · rw [Real.dist_eq, Real.dist_eq]
      exact nextOcc_contraction ht hU D n m
  have hp : nextOcc t U D (hc.fixedPoint) = hc.fixedPoint := hc.fixedPoint_isFixedPt
  refine ⟨hc.fixedPoint, hp, fun m hm => hc.fixedPoint_unique hm,
    fun n => ⟨hc.tendsto_iterate_fixedPoint n, fun k => ?_⟩⟩
  -- each step gains one factor U/(4t)
  induction k with
  | zero => simp
  | succ k ih =>
    have h := nextOcc_contraction ht hU D ((nextOcc t U D)^[k] n) hc.fixedPoint
    rw [hp] at h
    rw [Function.iterate_succ_apply', pow_succ', mul_assoc]
    exact h.trans (mul_le_mul_of_nonneg_left ih hq0)

end

end SelfConsistencyConverges
```

The compiler's answer:

```
Main.lean:87:10: error: Tactic `rewrite` failed: Did not find an occurrence of the pattern
  @LT.lt NNReal NNReal.instPartialOrder.toLT ?m.143 ?m.144
in the target expression
  @LT.lt NNReal NNReal.instPartialOrder.toLT ⟨U / (4 * t), hq0⟩ 1

case refine_1
t U : ℝ
ht : 0 < t
hU : 0 ≤ U
hUt : U < 4 * t
D : ℝ
hq0 : 0 ≤ U / (4 * t)
hq1 : U / (4 * t) < 1
⊢ ⟨U / (4 * t), hq0⟩ < 1

Note: The target expression is not type-correct under the `implicit` transparency level, which may have triggered the failure. This is usually caused by unfolding of semireducible definitions in prior tactic steps. Use `set_option linter.tacticCheckInstances true` to investigate the source of the issue.
Full error:
  Application type mismatch: The argument
    ⟨U / (4 * t), hq0⟩
  has type
    { r // 0 ≤ r }
  but is expected to have type
    NNReal
  in the application
    LT.lt ⟨U / (4 * t), hq0⟩
```

Lean accepts the file once it reads:

```diff
@@ -83,9 +83,11 @@
   have hq0 : 0 ≤ U / (4 * t) := by positivity
   have hq1 : U / (4 * t) < 1 := (div_lt_one (by positivity)).2 hUt
-  have hc : ContractingWith ⟨U / (4 * t), hq0⟩ (nextOcc t U D) := by
+  obtain ⟨K, hK⟩ : ∃ K : NNReal, (K : ℝ) = U / (4 * t) :=
+    ⟨Real.toNNReal (U / (4 * t)), Real.coe_toNNReal _ hq0⟩
+  have hc : ContractingWith K (nextOcc t U D) := by
     refine ⟨?_, LipschitzWith.of_dist_le_mul fun n m => ?_⟩
-    · rw [← NNReal.coe_lt_coe, NNReal.coe_one]
+    · rw [← NNReal.coe_lt_coe, NNReal.coe_one, hK]
       exact hq1
-    · rw [Real.dist_eq, Real.dist_eq]
+    · rw [Real.dist_eq, Real.dist_eq, hK]
       exact nextOcc_contraction ht hU D n m
   have hp : nextOcc t U D (hc.fixedPoint) = hc.fixedPoint := hc.fixedPoint_isFixedPt
```

Cause. `ContractingWith` takes its constant as an `NNReal`, and the attempt wrote it as the pair `⟨U / (4 * t), hq0⟩`. Lean gives this pair the type `{ r // 0 ≤ r }`, which is what `NNReal` unfolds to. The rewrite with `← NNReal.coe_lt_coe` looks for an inequality between terms of type `NNReal`. The goal looks like one, but at the `implicit` transparency level Lean does not unfold `NNReal`, so the two types do not agree and the pattern is not found.

The repair obtains a variable `K` whose type is `NNReal` itself, with `hK` saying that its real value is `U / (4 * t)`. `Real.toNNReal` supplies the number, and `Real.coe_toNNReal` with `hq0` proves the equation. The rewrite now matches and leaves `K < 1` in the reals, which `hK` turns into `hq1`. The second branch had no error, but its bound now contains `K`, so it too needs `hK` before `nextOcc_contraction` fits.
